# The two iterated sums of $(m^2-n^2)/(m^2+n^2)^2$ over the square lattice are $-\pi$ and $\pi$

## Choosing an order of summation

A lattice sum that does not converge absolutely has no value until an order of summation is chosen. Here the order is part of the statement: an infinite sum along one lattice direction, followed by an infinite sum along the other. The summand is

$$f(m,n)=\frac{m^2-n^2}{(m^2+n^2)^2},\qquad f(0,0)=0,\qquad m,n\in\mathbb Z .$$

In two-dimensional electrostatics, a unit dipole along the $m$ axis has the potential $x/(x^2+y^2)$ in suitable units, and $f(m,n)$ is the component of its field along that axis. The sum of $f$ is therefore this component of the field at one site due to identical parallel dipoles on all the others. Setting $f(0,0)=0$ removes the self-field.

Summing over $n$ first builds the lattice from strips $|m|\le M$ that are infinite perpendicular to the dipoles; summing over $m$ first uses strips infinite along them. The two values belong to two limiting shapes of the same lattice. In three-dimensional terms, each site stands for an infinite straight line perpendicular to the plane, uniformly covered with dipoles that point along the $m$ axis. Ordinary point dipoles confined to a plane have fields that fall off as $1/r^3$; their lattice sum converges absolutely and does not have this ambiguity.

## What is proved

In the Lean file, `coupling m n` is $f(m,n)$, with integer arguments and real values; the lattice spacing is 1. The theorem `shape_dependence` has four parts:

- for every $m$, the sum of $f(m,n)$ over $n$ converges absolutely;
- the sum over $m$ of these row sums is $-\pi$;
- for every $n$, the sum of $f(m,n)$ over $m$ converges absolutely;
- the sum over $n$ of those sums is $+\pi$.

`Summable` and `HasSum` refer to convergence independent of the order of the terms, so each outer sum also converges absolutely. Reordering the terms within an inner or outer sum does not change the answer, but exchanging the two directions does.

Two companion theorems concern the lattice as a whole. `square_sum` says that the sum over $|m|,|n|\le M$ is zero for every $M\ge0$, and `not_summable` says that $f$ is not summable over $\mathbb Z^2$. Other shapes, other lattices, three dimensions and induced dipoles are not treated.

## One row and its tails

Call the sites with fixed $m$ a row. Since $|m^2-n^2|\le m^2+n^2$, we have $|f(m,n)|\le 1/n^2$ for $n\ne0$, so the row sum $R(m)=\sum_n f(m,n)$ converges absolutely.

Let $g(y)=y/(m^2+y^2)$. Its derivative is $(m^2-y^2)/(m^2+y^2)^2$, which suggests comparing $f$ with differences of $g$. For an integer $a\ge0$, with $m$ and $a$ not both zero, put $p=m^2+a^2$ and $q=m^2+(a+1)^2$. Then

$$f(m,a+1)-[g(a+1)-g(a)]=\frac{a(a+1)^2-m^2(3a+2)}{p\,q^2}.$$

The numerator is at most $3(2a+1)q$ in absolute value, and $q-p=2a+1$, so the error is at most $3(1/p-1/q)$. Add these estimates for $a=M,\dots,N-1$, counting both $n=a+1$ and $n=-(a+1)$. The differences and the error bounds telescope. As $N\to\infty$, $g(N)\to0$, and

$$\left|R(m)-\sum_{|n|\le M}f(m,n)+\frac{2M}{m^2+M^2}\right|\le\frac{6}{m^2+M^2}$$

whenever $m^2+M^2>0$. With $M=0$ and $m\neq0$ the finite sum is $1/m^2$, so $|R(m)|\le7/m^2$ and the outer sum converges absolutely.

## From squares to strips

Now let $M\ge1$ and sum the estimate over $|m|\le M$. The square contributes zero because $f(m,n)=-f(n,m)$. With

$$S_M=\sum_{|m|\le M}R(m),\qquad A_M=\sum_{|m|\le M}\frac{M}{m^2+M^2},$$

this gives $|S_M+2A_M|\le 6A_M/M$.

To evaluate $A_M$, put $h(k)=M/(k^2+M^2)$. The mean value theorem gives, for $k\ge0$,

$$h(k+1)\le\arctan\frac{k+1}{M}-\arctan\frac kM\le h(k).$$

Summing over $k=0,\dots,M-1$ gives

$$\sum_{k=1}^{M}h(k)\le\frac\pi4\le\sum_{k=0}^{M-1}h(k).$$

Since $A_M=h(0)+2\sum_{k=1}^M h(k)$ and $h(0)=1/M$, it follows that

$$\frac\pi2-\frac1M+2h(M)\le A_M\le\frac\pi2+\frac1M .$$

Hence $|A_M-\pi/2|\le1/M$ and $A_M\le3$, so

$$|S_M+\pi|\le\frac{18}{M}+\frac2M=\frac{20}{M}.$$

The limit is $-\pi$. Exchanging the axes reverses the sign and gives $+\pi$. If $f$ were summable over $\mathbb Z^2$, the two orders would have to agree, which is impossible.

## The Lean file

```lean
import Mathlib

open Filter Topology

namespace PlanarLatticeShape

noncomputable section

/-- The summand `(m² - n²)/(m² + n²)²` of the planar lattice sum at the site `(m, n)`, with the
self-term at the origin set to zero. -/
def coupling (m n : ℤ) : ℝ :=
  if m = 0 ∧ n = 0 then 0 else ((m : ℝ) ^ 2 - (n : ℝ) ^ 2) / ((m : ℝ) ^ 2 + (n : ℝ) ^ 2) ^ 2

/-- The lattice coordinates from `-N` to `N`. -/
def box (N : ℕ) : Finset ℤ := Finset.Icc (-(N : ℤ)) N

/-- The summand is given by one formula at all sites, in Lean's convention `0 / 0 = 0`. -/
theorem coupling_eq (m n : ℤ) :
    coupling m n = ((m : ℝ) ^ 2 - (n : ℝ) ^ 2) / ((m : ℝ) ^ 2 + (n : ℝ) ^ 2) ^ 2 := by
  unfold coupling
  split_ifs with h
  · simp [h.1, h.2]
  · rfl

/-- Enlarging a centred segment by one step adds its two new end sites. -/
theorem sum_box_succ (F : ℤ → ℝ) (N : ℕ) :
    ∑ n ∈ box (N + 1), F n = ∑ n ∈ box N, F n + F ((N : ℤ) + 1) + F (-((N : ℤ) + 1)) := by
  have h : box (N + 1) = insert ((N : ℤ) + 1) (insert (-((N : ℤ) + 1)) (box N)) := by
    ext k
    simp only [box, Finset.mem_insert, Finset.mem_Icc]
    push_cast
    omega
  rw [h, Finset.sum_insert, Finset.sum_insert]
  · ring
  · simp only [box, Finset.mem_Icc]
    omega
  · simp only [box, Finset.mem_insert, Finset.mem_Icc]
    omega

/-- The centred segments eventually contain every finite set of lattice coordinates. -/
theorem tendsto_box : Tendsto box atTop atTop := by
  apply tendsto_atTop_finset_of_monotone
  · intro a b hab k hk
    simp only [box, Finset.mem_Icc] at hk ⊢
    omega
  · intro k
    refine ⟨k.natAbs, ?_⟩
    simp only [box, Finset.mem_Icc]
    omega

/-- A function on the integers that decays at least as fast as an inverse square is summable. -/
theorem summable_of_decay (F : ℤ → ℝ) (C : ℝ)
    (h : ∀ n : ℤ, n ≠ 0 → |F n| ≤ C * (1 / (n : ℝ) ^ 2)) : Summable F := by
  refine Summable.of_norm_bounded_eventually (g := fun n : ℤ => C * (1 / (n : ℝ) ^ 2))
    ((Real.summable_one_div_int_pow.2 (by norm_num)).mul_left C) ?_
  rw [Filter.eventually_cofinite]
  refine (Set.finite_singleton (0 : ℤ)).subset ?_
  intro n hn
  by_contra h0
  exact hn (h n h0)

/-- For each fixed `m`, the sum of `coupling m n` over `n` converges absolutely. -/
theorem row_summable (m : ℤ) : Summable (fun n => coupling m n) := by
  apply summable_of_decay _ 1
  intro n hn
  have hy : (n : ℝ) ≠ 0 := Int.cast_ne_zero.2 hn
  have hx := sq_nonneg (m : ℝ)
  have hy2 : 0 < (n : ℝ) ^ 2 := by positivity
  have hD : 0 < ((m : ℝ) ^ 2 + (n : ℝ) ^ 2) ^ 2 := by positivity
  have ha : |(m : ℝ) ^ 2 - (n : ℝ) ^ 2| ≤ (m : ℝ) ^ 2 + (n : ℝ) ^ 2 :=
    abs_le.2 ⟨by linarith, by linarith⟩
  rw [coupling_eq, abs_div, abs_of_pos hD, one_mul, div_le_div_iff₀ hD hy2]
  calc _ ≤ ((m : ℝ) ^ 2 + (n : ℝ) ^ 2) * ((m : ℝ) ^ 2 + (n : ℝ) ^ 2) :=
        mul_le_mul ha (by linarith) hy2.le (by linarith)
    _ = _ := by ring

/-- Unless `m = M = 0`, an infinite row sum equals its part with `|n| ≤ M` plus the continuum value
`-2M/(m² + M²)` of the two tails, with an explicit error bound. -/
theorem row_tail (m : ℤ) (M : ℕ) (h : 0 < (m : ℝ) ^ 2 + (M : ℝ) ^ 2) :
    |∑' n, coupling m n - (∑ n ∈ box M, coupling m n - 2 * ((M : ℝ) / ((m : ℝ) ^ 2 + (M : ℝ) ^ 2)))|
      ≤ 6 * (1 / ((m : ℝ) ^ 2 + (M : ℝ) ^ 2)) := by
  -- one lattice site against one finite difference of y / (x² + y²)
  have step : ∀ x a : ℝ, 0 ≤ a → 0 < x ^ 2 + a ^ 2 →
      |(x ^ 2 - (a + 1) ^ 2) / (x ^ 2 + (a + 1) ^ 2) ^ 2
        - ((a + 1) / (x ^ 2 + (a + 1) ^ 2) - a / (x ^ 2 + a ^ 2))|
      ≤ 3 * (1 / (x ^ 2 + a ^ 2) - 1 / (x ^ 2 + (a + 1) ^ 2)) := by
    intro x a ha hp
    have hq : 0 < x ^ 2 + (a + 1) ^ 2 := by positivity
    have hp' := hp.ne'
    have hq' := hq.ne'
    have hD : 0 < (x ^ 2 + a ^ 2) * (x ^ 2 + (a + 1) ^ 2) ^ 2 := by positivity
    have e1 : (x ^ 2 - (a + 1) ^ 2) / (x ^ 2 + (a + 1) ^ 2) ^ 2
        - ((a + 1) / (x ^ 2 + (a + 1) ^ 2) - a / (x ^ 2 + a ^ 2))
        = (a * (a + 1) ^ 2 - x ^ 2 * (3 * a + 2))
          / ((x ^ 2 + a ^ 2) * (x ^ 2 + (a + 1) ^ 2) ^ 2) := by
      field_simp
      ring
    have e2 : 3 * (1 / (x ^ 2 + a ^ 2) - 1 / (x ^ 2 + (a + 1) ^ 2))
        = (3 * (2 * a + 1) * (x ^ 2 + (a + 1) ^ 2))
          / ((x ^ 2 + a ^ 2) * (x ^ 2 + (a + 1) ^ 2) ^ 2) := by
      field_simp
      ring
    rw [e1, e2, abs_div, abs_of_pos hD]
    refine (div_le_div_iff_of_pos_right hD).2 (abs_le.2 ⟨?_, ?_⟩) <;>
      nlinarith [mul_nonneg ha (sq_nonneg x), mul_nonneg ha (sq_nonneg (a + 1)),
        sq_nonneg x, sq_nonneg (a + 1)]
  -- the errors telescope
  have fin : ∀ K : ℕ, |∑ n ∈ box (M + K), coupling m n - ∑ n ∈ box M, coupling m n
      - 2 * (((M + K : ℕ) : ℝ) / ((m : ℝ) ^ 2 + ((M + K : ℕ) : ℝ) ^ 2)
        - (M : ℝ) / ((m : ℝ) ^ 2 + (M : ℝ) ^ 2))|
      ≤ 6 * (1 / ((m : ℝ) ^ 2 + (M : ℝ) ^ 2)
        - 1 / ((m : ℝ) ^ 2 + ((M + K : ℕ) : ℝ) ^ 2)) := by
    intro K
    induction K with
    | zero => simp
    | succ K ih =>
      have hle : (M : ℝ) ≤ ((M + K : ℕ) : ℝ) := Nat.cast_le.2 (Nat.le_add_right M K)
      have hsq := pow_le_pow_left₀ (Nat.cast_nonneg M) hle 2
      have s := step m ((M + K : ℕ) : ℝ) (Nat.cast_nonneg _) (by linarith)
      have c1 : coupling m (((M + K : ℕ) : ℤ) + 1)
          = ((m : ℝ) ^ 2 - (((M + K : ℕ) : ℝ) + 1) ^ 2)
            / ((m : ℝ) ^ 2 + (((M + K : ℕ) : ℝ) + 1) ^ 2) ^ 2 := by
        simp only [coupling_eq, Int.cast_add, Int.cast_natCast, Int.cast_one]
      have c2 : coupling m (-(((M + K : ℕ) : ℤ) + 1)) = coupling m (((M + K : ℕ) : ℤ) + 1) := by
        simp only [coupling_eq, Int.cast_neg, neg_sq]
      have hc : ((M + K + 1 : ℕ) : ℝ) = ((M + K : ℕ) : ℝ) + 1 := Nat.cast_succ _
      rw [show M + (K + 1) = M + K + 1 from rfl, sum_box_succ, c2, c1, hc]
      rw [abs_le] at ih s ⊢
      constructor <;> linarith [ih.1, ih.2, s.1, s.2]
  -- let the finite row become infinite
  have hK : Tendsto (fun K : ℕ => M + K) atTop atTop :=
    tendsto_atTop_mono (fun K => Nat.le_add_left K M) tendsto_id
  have hS : Tendsto (fun K : ℕ => ∑ n ∈ box (M + K), coupling m n) atTop
      (𝓝 (∑' n, coupling m n)) := by
    have q : Tendsto (fun s : Finset ℤ => ∑ n ∈ s, coupling m n) atTop
        (𝓝 (∑' n, coupling m n)) := (row_summable m).hasSum
    exact q.comp (tendsto_box.comp hK)
  have t0 : Tendsto (fun N : ℕ => 1 / (N : ℝ)) atTop (𝓝 0) := tendsto_one_div_atTop_nhds_zero_nat
  have hg : Tendsto (fun N : ℕ => (N : ℝ) / ((m : ℝ) ^ 2 + (N : ℝ) ^ 2)) atTop (𝓝 0) := by
    refine squeeze_zero (fun N => by positivity) (fun N => ?_) t0
    rcases Nat.eq_zero_or_pos N with h0 | h0
    · simp [h0]
    · have hN : (0 : ℝ) < N := Nat.cast_pos.2 h0
      rw [div_le_div_iff₀ (by positivity) hN]
      nlinarith [sq_nonneg (m : ℝ)]
  have L := ((hS.sub_const (∑ n ∈ box M, coupling m n)).sub
    (((hg.comp hK).sub_const ((M : ℝ) / ((m : ℝ) ^ 2 + (M : ℝ) ^ 2))).const_mul 2)).abs
  have key := le_of_tendsto (b := 6 * (1 / ((m : ℝ) ^ 2 + (M : ℝ) ^ 2))) L
    (Eventually.of_forall fun K => (fin K).trans (by
      have : 0 ≤ 1 / ((m : ℝ) ^ 2 + ((M + K : ℕ) : ℝ) ^ 2) := by positivity
      linarith))
  rw [abs_le] at key ⊢
  constructor <;> linarith [key.1, key.2]

/-- For `M ≥ 1`, the sum of `M/(m² + M²)` over `|m| ≤ M` differs from `π/2` by at most `1/M`. -/
theorem angle_sum (M : ℕ) (hM : 0 < M) :
    |∑ m ∈ box M, (M : ℝ) / ((m : ℝ) ^ 2 + (M : ℝ) ^ 2) - Real.pi / 2| ≤ 1 / (M : ℝ) := by
  have hR : (0 : ℝ) < M := Nat.cast_pos.2 hM
  have hinv : 0 < 1 / (M : ℝ) := by positivity
  -- mean value theorem for the angle subtended by one lattice spacing
  have step : ∀ k : ℝ, 0 ≤ k →
      (M : ℝ) / ((k + 1) ^ 2 + (M : ℝ) ^ 2) ≤ Real.arctan ((k + 1) / M) - Real.arctan (k / M) ∧
      Real.arctan ((k + 1) / M) - Real.arctan (k / M) ≤ (M : ℝ) / (k ^ 2 + (M : ℝ) ^ 2) := by
    intro k hk
    have huv : k / (M : ℝ) < (k + 1) / M := (div_lt_div_iff_of_pos_right hR).2 (by linarith)
    obtain ⟨c, ⟨h1, h2⟩, h⟩ := exists_deriv_eq_slope Real.arctan huv
      Real.continuous_arctan.continuousOn Real.differentiable_arctan.differentiableOn
    have e : (k + 1) / (M : ℝ) - k / M = 1 / M := by ring
    rw [Real.deriv_arctan, e, eq_div_iff hinv.ne'] at h
    have e2 : 1 / (1 + c ^ 2) * (1 / (M : ℝ)) = M / ((c * M) ^ 2 + (M : ℝ) ^ 2) := by
      rw [div_mul_div_comm, div_eq_div_iff (by positivity) (by positivity)]
      ring
    have h1' : k < c * M := (div_lt_iff₀ hR).1 h1
    have h2' : c * M < k + 1 := (lt_div_iff₀ hR).1 h2
    rw [← h, e2]
    constructor
    · exact div_le_div_of_nonneg_left hR.le (by positivity) (by nlinarith)
    · exact div_le_div_of_nonneg_left hR.le (by positivity) (by nlinarith)
  have aux : ∀ K : ℕ,
      2 * Real.arctan ((K : ℝ) / M) - 1 / (M : ℝ) + 2 * ((M : ℝ) / ((K : ℝ) ^ 2 + (M : ℝ) ^ 2))
        ≤ ∑ m ∈ box K, (M : ℝ) / ((m : ℝ) ^ 2 + (M : ℝ) ^ 2) ∧
      ∑ m ∈ box K, (M : ℝ) / ((m : ℝ) ^ 2 + (M : ℝ) ^ 2)
        ≤ 2 * Real.arctan ((K : ℝ) / M) + 1 / (M : ℝ) := by
    intro K
    induction K with
    | zero =>
      have e0 : (M : ℝ) / ((0 : ℝ) ^ 2 + (M : ℝ) ^ 2) = 1 / M := by
        rw [div_eq_div_iff (by positivity) (by positivity)]
        ring
      have hb : box 0 = {0} := by simp [box]
      rw [hb, Finset.sum_singleton]
      simp only [Int.cast_zero, Nat.cast_zero, zero_div, Real.arctan_zero, e0]
      constructor <;> linarith
    | succ K ih =>
      have s := step K (Nat.cast_nonneg K)
      rw [sum_box_succ]
      simp only [Int.cast_neg, Int.cast_add, Int.cast_natCast, Int.cast_one, neg_sq,
        Nat.cast_add, Nat.cast_one]
      constructor <;> linarith [ih.1, ih.2, s.1, s.2]
  have a := aux M
  rw [div_self hR.ne', Real.arctan_one] at a
  have hpos : 0 ≤ (M : ℝ) / ((M : ℝ) ^ 2 + (M : ℝ) ^ 2) := by positivity
  rw [abs_le]
  constructor <;> linarith [a.1, a.2]

/-- The sum of `coupling m n` over any centred square of sites vanishes. -/
theorem square_sum (M : ℕ) : ∑ m ∈ box M, ∑ n ∈ box M, coupling m n = 0 := by
  have h : ∑ m ∈ box M, ∑ n ∈ box M, coupling m n
      = -∑ m ∈ box M, ∑ n ∈ box M, coupling m n := by
    calc _ = ∑ m ∈ box M, ∑ n ∈ box M, coupling n m := Finset.sum_comm
      _ = ∑ m ∈ box M, ∑ n ∈ box M, -coupling m n :=
        Finset.sum_congr rfl fun m _ => Finset.sum_congr rfl fun n _ => by
          simp only [coupling_eq]
          ring
      _ = _ := by simp only [Finset.sum_neg_distrib]
  linarith

/-- Summing over `n` first and then `m` gives `-π`, while summing over `m` first and then `n`
gives `π`; all inner sums converge. -/
theorem shape_dependence :
    (∀ m, Summable fun n => coupling m n) ∧
    HasSum (fun m => ∑' n, coupling m n) (-Real.pi) ∧
    (∀ n, Summable fun m => coupling m n) ∧
    HasSum (fun n => ∑' m, coupling m n) Real.pi := by
  have swap : ∀ m n, coupling m n = -coupling n m := fun m n => by
    simp only [coupling_eq]
    ring
  -- for m ≠ 0 the row sums are bounded by 7/m²
  have hs : Summable (fun m => ∑' n, coupling m n) := by
    apply summable_of_decay _ 7
    intro m hm
    have hx : (m : ℝ) ≠ 0 := Int.cast_ne_zero.2 hm
    have t := row_tail m 0 (by positivity)
    have hb : box 0 = {0} := by simp [box]
    have e : coupling m 0 = 1 / (m : ℝ) ^ 2 := by
      rw [coupling_eq, Int.cast_zero, show (0 : ℝ) ^ 2 = 0 by norm_num, sub_zero, add_zero]
      field_simp
    rw [hb, Finset.sum_singleton, e, Nat.cast_zero, show (0 : ℝ) ^ 2 = 0 by norm_num,
      add_zero, zero_div, mul_zero, sub_zero] at t
    have hp : 0 ≤ 1 / (m : ℝ) ^ 2 := by positivity
    rw [abs_le] at t ⊢
    constructor <;> linarith [t.1, t.2]
  -- strips |m| ≤ M differ from squares by the tails
  have bound : ∀ M : ℕ, 0 < M →
      |∑ m ∈ box M, ∑' n, coupling m n - -Real.pi| ≤ 20 * (1 / (M : ℝ)) := by
    intro M hM
    have hR : (0 : ℝ) < M := Nat.cast_pos.2 hM
    have h1 := (Finset.abs_sum_le_sum_abs (fun m : ℤ => ∑' n, coupling m n
      - (∑ n ∈ box M, coupling m n - 2 * ((M : ℝ) / ((m : ℝ) ^ 2 + (M : ℝ) ^ 2)))) (box M)).trans
      (Finset.sum_le_sum fun m _ => row_tail m M (by positivity))
    have h3 : ∑ m ∈ box M, 6 * (1 / ((m : ℝ) ^ 2 + (M : ℝ) ^ 2))
        = 6 * (1 / (M : ℝ)) * ∑ m ∈ box M, (M : ℝ) / ((m : ℝ) ^ 2 + (M : ℝ) ^ 2) := by
      rw [Finset.mul_sum]
      refine Finset.sum_congr rfl fun m _ => ?_
      have : (m : ℝ) ^ 2 + (M : ℝ) ^ 2 ≠ 0 := by positivity
      field_simp
    rw [h3] at h1
    simp only [Finset.sum_sub_distrib, ← Finset.mul_sum, square_sum] at h1
    have a := abs_le.1 (angle_sum M hM)
    have hi : 1 / (M : ℝ) ≤ 1 := by
      rw [div_le_one hR]
      exact_mod_cast hM
    have h4 := mul_le_mul_of_nonneg_left
      (show ∑ m ∈ box M, (M : ℝ) / ((m : ℝ) ^ 2 + (M : ℝ) ^ 2) ≤ 3 by
        linarith [a.2, Real.pi_lt_d2])
      (show 0 ≤ 6 * (1 / (M : ℝ)) by positivity)
    have h5 := abs_le.1 (h1.trans h4)
    rw [abs_le]
    constructor <;> linarith [h5.1, h5.2, a.1, a.2]
  have t0 : Tendsto (fun N : ℕ => 1 / (N : ℝ)) atTop (𝓝 0) := tendsto_one_div_atTop_nhds_zero_nat
  have t1 := t0.const_mul 20
  rw [mul_zero] at t1
  have lim : Tendsto (fun M : ℕ => ∑ m ∈ box M, ∑' n, coupling m n) atTop (𝓝 (-Real.pi)) := by
    refine tendsto_iff_dist_tendsto_zero.2
      (squeeze_zero' (Eventually.of_forall fun M => dist_nonneg) ?_ t1)
    filter_upwards [eventually_gt_atTop 0] with M hM
    rw [Real.dist_eq]
    exact bound M hM
  have rows : HasSum (fun m => ∑' n, coupling m n) (-Real.pi) := by
    have u := tendsto_nhds_unique (Tendsto.comp hs.hasSum tendsto_box) lim
    rw [← u]
    exact hs.hasSum
  refine ⟨row_summable, rows, fun n => ?_, ?_⟩
  · exact (row_summable n).neg.congr fun m => (swap m n).symm
  · -- exchanging the axes reverses the sign
    have e : (fun n => ∑' m, coupling m n) = fun n => -∑' m, coupling n m := by
      funext n
      rw [← tsum_neg]
      exact tsum_congr fun m => swap m n
    rw [e]
    have r := rows.neg
    rw [neg_neg] at r
    exact r

/-- The function `coupling` is not summable over the whole planar lattice. -/
theorem not_summable : ¬ Summable (fun p : ℤ × ℤ => coupling p.1 p.2) := by
  intro h
  have e := Summable.tsum_comm (f := coupling) h
  rw [shape_dependence.2.2.2.tsum_eq, shape_dependence.2.1.tsum_eq] at e
  linarith [Real.pi_pos]

end

end PlanarLatticeShape
```

```lean
#print axioms PlanarLatticeShape.square_sum
#print axioms PlanarLatticeShape.not_summable
```

```
'PlanarLatticeShape.square_sum' depends on axioms: [propext, Classical.choice, Quot.sound]
'PlanarLatticeShape.not_summable' depends on axioms: [propext, Classical.choice, Quot.sound]
```

## How the proof follows the derivation

`coupling_eq` removes the case distinction at the origin, where Lean's `0 / 0 = 0` agrees with the chosen self-term. The finite set `box N` is the segment from $-N$ to $N$. `sum_box_succ` adds its next two endpoints, and `tendsto_box` allows an infinite sum to be computed along these segments. `summable_of_decay` is the comparison with $1/n^2$, used for single rows in `row_summable` and later for the row sums.

`row_tail` contains the tail estimate. Its `step` is the comparison with one difference of $g$: `field_simp` and `ring` verify the fractions, and `nlinarith` bounds the numerator. An induction, `fin`, performs the telescoping, and `le_of_tendsto` carries the bound to the infinite row.

`angle_sum` obtains the arctangent inequalities from `exists_deriv_eq_slope` and adds them by induction. `square_sum` exchanges the two finite sums and finds that the total equals its own negative.

In `shape_dependence`, `hs` is the $7/m^2$ estimate and `bound` is the $20/M$ estimate. Uniqueness of limits then identifies the outer sum as $-\pi$, and antisymmetry supplies the other order. Finally, `not_summable` applies `Summable.tsum_comm` to the assumed summability, which would force $\pi=-\pi$.
